# A truncated-basis orbital solves the full Roothaan equation if and only if the Fock matrix sends it into the overlap image of the retained space

Take two normalised basis functions with real overlap s. Let the Fock matrix F have diagonal elements a and d and coupling b, and let S be the overlap matrix:

F = (a b; b d),  S = (1 s; s 1)

Now keep only the first function. The truncated problem is a single number, with energy a and coefficient vector c = (1, 0). In the full basis,

F c = (a, b),  a S c = (a, a s)

The first components agree whatever the numbers are, because the truncated problem has already matched them. The second components agree only if b = a s, which says that F c is a multiple of S c = (1, s).

The general case works in the same way. Let the columns of a matrix X hold the retained functions, orthonormal in the metric S, and let y solve the truncated equation with energy e. Then c = X y solves F c = e S c if and only if F c lies in the column space of S X. For a Fock matrix held fixed in a finite basis, this tests whether an orbital computed after discarding some basis combinations also satisfies the equation before the cut.

## The two equations

```lean
import Mathlib

open Matrix

namespace TruncatedOrthogonalisedBasis

noncomputable section

variable {n m : Type*} [Fintype n] [Fintype m]
```

The finite index set `n` labels the original basis functions and `m` the retained ones. Matrices are complex, and Xᴴ denotes the conjugate transpose of X. Real symmetric matrices are included as a special case, where ᴴ is ordinary transposition.

```lean
/-- The Roothaan equation `F c = e S c` in the full, non-orthogonal basis. -/
def SolvesRoothaan (F S : Matrix n n ℂ) (e : ℂ) (c : n → ℂ) : Prop :=
  F *ᵥ c = e • (S *ᵥ c)
```

`SolvesRoothaan F S e c` is the proposition

F c = e S c

The symbol `*ᵥ` applies a matrix to a vector, and `•` multiplies by a scalar. F is a given matrix: its dependence on the occupied orbitals, and hence the self-consistency cycle, is not modelled. The definition accepts c = 0, so a physical orbital needs c ≠ 0 in addition.

```lean
/-- The Fock matrix `Xᴴ F X` in the truncated basis given by the columns of `X`. -/
def truncatedFock (F : Matrix n n ℂ) (X : Matrix n m ℂ) : Matrix m m ℂ :=
  Xᴴ * F * X
```

`truncatedFock F X` is the smaller matrix Xᴴ F X. The truncated equation is therefore

Xᴴ F X y = e y

It contains no overlap matrix because the retained functions are orthonormal.

## What projection can and cannot see

```lean
/-- Expanding a vector in the truncated basis, applying `A` and projecting back is the
action of the matrix `Xᴴ A X`. -/
theorem project_mulVec (A : Matrix n n ℂ) (X : Matrix n m ℂ) (y : m → ℂ) :
    Xᴴ *ᵥ (A *ᵥ (X *ᵥ y)) = (Xᴴ * A * X) *ᵥ y := by
  simp only [mulVec_mulVec, Matrix.mul_assoc]
```

For any square matrix A,

Xᴴ (A (X y)) = (Xᴴ A X) y

This is associativity, and `simp only` proves it by regrouping the products. It is used below with A = F and with A = S.

```lean
variable [DecidableEq m]

/-- The residual `F c - e S c` of a truncated solution `c = X y` is orthogonal to every
retained basis function. -/
theorem residual_orthogonal {F S : Matrix n n ℂ} {X : Matrix n m ℂ} {e : ℂ} {y : m → ℂ}
    (hX : Xᴴ * S * X = 1) (hy : truncatedFock F X *ᵥ y = e • y) :
    Xᴴ *ᵥ (F *ᵥ (X *ᵥ y) - e • (S *ᵥ (X *ᵥ y))) = 0 := by
  have hF : Xᴴ *ᵥ (F *ᵥ (X *ᵥ y)) = e • y := (project_mulVec F X y).trans hy
  rw [mulVec_sub, mulVec_smul, hF, project_mulVec S X y, hX, one_mulVec, sub_self]
```

The hypothesis `hX` is orthonormality in the overlap metric, Xᴴ S X = 1, and `hy` is the truncated equation. Neither F nor S is assumed Hermitian here, although physical Fock and overlap matrices are. With c = X y, the residual satisfies

Xᴴ (F c − e S c) = Xᴴ F X y − e Xᴴ S X y = e y − e y = 0

The truncated equation thus removes every component of the error along the retained functions and says nothing about the rest. In the proof, `hF` records the first term, and `rw`, which replaces one side of an equation by the other, handles the second.

```lean
/-- A solution of the full equation that lies in the truncated space also solves the
truncated equation, with the same energy. -/
theorem truncated_of_full {F S : Matrix n n ℂ} {X : Matrix n m ℂ} {e : ℂ} {y : m → ℂ}
    (hX : Xᴴ * S * X = 1) (h : SolvesRoothaan F S e (X *ᵥ y)) :
    truncatedFock F X *ᵥ y = e • y := by
  unfold SolvesRoothaan at h
  rw [truncatedFock, ← project_mulVec, h, mulVec_smul, project_mulVec, hX, one_mulVec]
```

Conversely, suppose that X y already solves the full equation. Projecting gives

Xᴴ F X y = e Xᴴ S X y = e y

so truncation does not lose a full solution that lies in the retained space, and its energy is unchanged. The `rw` line carries out these substitutions from left to right.

## The criterion for one orbital

```lean
/-- A truncated solution `c = X y` solves the full Roothaan equation if and only if `F c`
lies in the column space of `S X`. -/
theorem exact_iff {F S : Matrix n n ℂ} {X : Matrix n m ℂ} {e : ℂ} {y : m → ℂ}
    (hX : Xᴴ * S * X = 1) (hy : truncatedFock F X *ᵥ y = e • y) :
    SolvesRoothaan F S e (X *ᵥ y) ↔ ∃ z, F *ᵥ (X *ᵥ y) = (S * X) *ᵥ z := by
  constructor
  · intro h
    refine ⟨e • y, ?_⟩
    rw [mulVec_smul, ← mulVec_mulVec]
    exact h
  · rintro ⟨z, hz⟩
    -- projection onto the retained functions fixes the coefficients `z`
    have hz' : z = e • y := by
      calc z = (Xᴴ * S * X) *ᵥ z := by rw [hX, one_mulVec]
        _ = Xᴴ *ᵥ ((S * X) *ᵥ z) := by rw [mulVec_mulVec, Matrix.mul_assoc]
        _ = Xᴴ *ᵥ (F *ᵥ (X *ᵥ y)) := by rw [hz]
        _ = truncatedFock F X *ᵥ y := project_mulVec F X y
        _ = e • y := hy
    rw [SolvesRoothaan, hz, hz', mulVec_smul, mulVec_mulVec]
```

The right-hand side, `∃ z, F *ᵥ (X *ᵥ y) = (S * X) *ᵥ z`, says that some coefficient vector z gives F c = S X z. This is membership in the column space of S X.

Suppose first that the full equation holds. Then

F c = e S X y = S X (e y)

so z = e y will do. Lean supplies this vector in `refine ⟨e • y, ?_⟩` and then checks the equation.

Now suppose that F c = S X z for some unknown z. Projecting with Xᴴ identifies it:

z = Xᴴ S X z = Xᴴ F c = Xᴴ F X y = e y

Putting this back gives F c = S X (e y) = e S c. The `calc` block is this chain of equalities, and the last `rw` performs the substitution. The column-space condition mentions no energy; the truncated equation provides it.

## The criterion for all orbitals at once

```lean
/-- For a Hermitian Fock matrix, all truncated solutions solve the full equation if and only
if `F` maps the whole truncated space into the column space of `S X`. -/
theorem all_exact_iff {F S : Matrix n n ℂ} {X : Matrix n m ℂ}
    (hF : F.IsHermitian) (hX : Xᴴ * S * X = 1) :
    (∀ (e : ℂ) (y : m → ℂ), truncatedFock F X *ᵥ y = e • y →
      SolvesRoothaan F S e (X *ᵥ y)) ↔
    ∀ y : m → ℂ, ∃ z, F *ᵥ (X *ᵥ y) = (S * X) *ᵥ z := by
  constructor
  · intro h
    have hA : (truncatedFock F X).IsHermitian := isHermitian_conjTranspose_mul_mul X hF
    -- `F X` and `S X (Xᴴ F X)` agree on an eigenvector basis, hence everywhere
    have hL : (F * X).mulVecLin ∘ₗ (WithLp.linearEquiv 2 ℂ (m → ℂ)).toLinearMap =
        (S * X * truncatedFock F X).mulVecLin ∘ₗ
          (WithLp.linearEquiv 2 ℂ (m → ℂ)).toLinearMap := by
      refine hA.eigenvectorBasis.toBasis.ext fun j => ?_
      rw [OrthonormalBasis.coe_toBasis]
      change (F * X) *ᵥ (hA.eigenvectorBasis j).ofLp =
        (S * X * truncatedFock F X) *ᵥ (hA.eigenvectorBasis j).ofLp
      have hv : truncatedFock F X *ᵥ (hA.eigenvectorBasis j).ofLp =
          (hA.eigenvalues j : ℂ) • (hA.eigenvectorBasis j).ofLp :=
        (hA.mulVec_eigenvectorBasis j).trans (by ext i; simp)
      calc (F * X) *ᵥ (hA.eigenvectorBasis j).ofLp
          = F *ᵥ (X *ᵥ (hA.eigenvectorBasis j).ofLp) := (mulVec_mulVec _ _ _).symm
        _ = (hA.eigenvalues j : ℂ) • (S *ᵥ (X *ᵥ (hA.eigenvectorBasis j).ofLp)) :=
            h _ _ hv
        _ = (S * X * truncatedFock F X) *ᵥ (hA.eigenvectorBasis j).ofLp := by
            rw [← mulVec_mulVec _ (S * X) (truncatedFock F X), hv, mulVec_smul,
              mulVec_mulVec]
    intro y
    have hy : (F * X) *ᵥ y = (S * X * truncatedFock F X) *ᵥ y :=
      LinearMap.congr_fun hL (WithLp.toLp 2 y)
    exact ⟨truncatedFock F X *ᵥ y, by rw [mulVec_mulVec, hy, mulVec_mulVec]⟩
  · intro h e y hy
    exact (exact_iff hX hy).2 (h y)
```

Here F is Hermitian, as `hF` states. Call a truncated solution exact if it also solves the full equation in the original finite basis, with the same energy. The theorem says that every truncated solution is exact if and only if F X y lies in the column space of S X for every y, whether or not y is an eigenvector.

From right to left, the previous theorem is applied to each solution. From left to right, write H = Xᴴ F X. This matrix is Hermitian, so it has an orthonormal basis of eigenvectors vⱼ with real eigenvalues εⱼ. Each of them is a truncated solution, hence exact by assumption:

F X vⱼ = εⱼ S X vⱼ = S X H vⱼ

The linear maps F X and S X H agree on a basis, so they agree on every y:

F X y = S X (H y)

This exhibits the required z as H y. In Lean, `hL` is the equality of the two maps, `toBasis.ext` reduces it to basis vectors, and the `calc` block is the displayed line for vⱼ. The `WithLp` expressions convert between plain coefficient vectors and the same vectors equipped with the Euclidean norm.

## Canonical orthogonalisation

```lean
/-- The diagonal matrix with entries `1/√σᵢ` for positive `σᵢ`, and `0` where `σᵢ ≤ 0`. -/
def invSqrt (σ : m → ℝ) : Matrix m m ℂ :=
  diagonal fun i => (((√(σ i))⁻¹ : ℝ) : ℂ)
```

In the application, the real numbers σᵢ are the retained eigenvalues of the overlap matrix. The definition itself accepts any real numbers and, by Lean's conventions for roots and inverses, gives the entry 0 when σᵢ ≤ 0; the theorems below assume σᵢ > 0. `invSqrt σ` is the diagonal matrix σ^(−1/2), with its real entries regarded as complex numbers.

```lean
/-- The product `U σ^(-1/2)`. It is the canonical orthogonalisation matrix when the columns of `U`
are orthonormal overlap eigenvectors with positive eigenvalues `σ`. -/
def canonicalX (U : Matrix n m ℂ) (σ : m → ℝ) : Matrix n m ℂ :=
  U * invSqrt σ
```

If the columns of U are the retained overlap eigenvectors, the canonical choice of X is

X = U σ^(−1/2)

Which eigenvectors are retained is left open, so no numerical threshold enters.

```lean
/-- For positive `σ`, scaling by `σ^(-1/2)` on both sides turns `σ` into the identity. -/
theorem invSqrt_scaling {σ : m → ℝ} (hσ : ∀ i, 0 < σ i) :
    invSqrt σ * (diagonal (fun i => (σ i : ℂ)) * invSqrt σ) = 1 := by
  rw [invSqrt, diagonal_mul_diagonal, diagonal_mul_diagonal, ← diagonal_one]
  refine congrArg diagonal (funext fun i => ?_)
  have h : (√(σ i))⁻¹ * (σ i * (√(σ i))⁻¹) = 1 := by
    rw [← mul_assoc, mul_right_comm, ← mul_inv, Real.mul_self_sqrt (hσ i).le,
      inv_mul_cancel₀ (hσ i).ne']
  exact_mod_cast h
```

For positive σᵢ, each diagonal entry of σ^(−1/2) σ σ^(−1/2) is

(1/√σᵢ) σᵢ (1/√σᵢ) = σᵢ / σᵢ = 1

The fact `h` is this real identity, and `exact_mod_cast` transfers it to the complex numbers.

```lean
/-- Canonical orthogonalisation with orthonormal overlap eigenvectors of positive eigenvalue
gives basis functions that are orthonormal in the metric `S`. -/
theorem canonical_orthonormal {S : Matrix n n ℂ} {U : Matrix n m ℂ} {σ : m → ℝ}
    (hU : Uᴴ * U = 1) (hS : S * U = U * diagonal (fun i => (σ i : ℂ)))
    (hσ : ∀ i, 0 < σ i) : (canonicalX U σ)ᴴ * S * canonicalX U σ = 1 := by
  have hD : (invSqrt σ)ᴴ = invSqrt σ := by
    rw [invSqrt, diagonal_conjTranspose]
    refine congrArg diagonal (funext fun i => ?_)
    exact Complex.conj_ofReal _
  calc (canonicalX U σ)ᴴ * S * canonicalX U σ
      = invSqrt σ * ((Uᴴ * (S * U)) * invSqrt σ) := by
        rw [canonicalX, conjTranspose_mul, hD]
        simp only [Matrix.mul_assoc]
    _ = 1 := by
        rw [hS, ← Matrix.mul_assoc Uᴴ, hU, Matrix.one_mul, invSqrt_scaling hσ]
```

The hypotheses say that the eigenvectors are orthonormal in the ordinary sense, Uᴴ U = 1, that S U = U σ, and that the retained eigenvalues are positive. Then

Xᴴ S X = σ^(−1/2) Uᴴ S U σ^(−1/2) = σ^(−1/2) σ σ^(−1/2) = 1

The auxiliary fact `hD` says that σ^(−1/2) is its own conjugate transpose. The `calc` block then follows the displayed line. The orthonormality that was a hypothesis in the earlier theorems is derived here.

```lean
/-- In a canonically orthogonalised truncated basis, a truncated solution `c` solves the full
equation if and only if `F c` lies in the span of the retained overlap eigenvectors. -/
theorem canonical_exact_iff {F S : Matrix n n ℂ} {U : Matrix n m ℂ} {σ : m → ℝ}
    {e : ℂ} {y : m → ℂ} (hU : Uᴴ * U = 1)
    (hS : S * U = U * diagonal (fun i => (σ i : ℂ))) (hσ : ∀ i, 0 < σ i)
    (hy : truncatedFock F (canonicalX U σ) *ᵥ y = e • y) :
    SolvesRoothaan F S e (canonicalX U σ *ᵥ y) ↔
      ∃ w, F *ᵥ (canonicalX U σ *ᵥ y) = U *ᵥ w := by
  rw [exact_iff (canonical_orthonormal hU hS hσ) hy]
  -- `S X` and `U` differ by an invertible diagonal scaling
  have hSX : S * canonicalX U σ = U * (diagonal (fun i => (σ i : ℂ)) * invSqrt σ) := by
    rw [canonicalX, ← Matrix.mul_assoc, hS, Matrix.mul_assoc]
  constructor
  · rintro ⟨z, hz⟩
    exact ⟨(diagonal (fun i => (σ i : ℂ)) * invSqrt σ) *ᵥ z, by
      rw [hz, hSX, mulVec_mulVec]⟩
  · rintro ⟨w, hw⟩
    exact ⟨invSqrt σ *ᵥ w, by
      rw [hw, hSX, mulVec_mulVec, Matrix.mul_assoc,
        mul_eq_one_comm.1 (invSqrt_scaling hσ), Matrix.mul_one]⟩
```

For this X the criterion becomes simpler: c is exact if and only if F c = U w for some w, that is, F c lies in the span of the retained overlap eigenvectors. The reason is that

S X = U σ σ^(−1/2) = U σ^(1/2)

and the diagonal factor is invertible, so S X and U have the same column space. The proof first replaces the claim by the general criterion and then converts the coefficients. Given z, it takes w = σ σ^(−1/2) z; given w, it takes z = σ^(−1/2) w.

When near-linear dependencies are removed from a finite basis, the question for a fixed F is therefore whether F couples the orbital to the discarded overlap eigenvectors. A small but positive discarded eigenvalue does not by itself make that coupling exactly zero.

## Two examples in numbers

```lean
/-- Two normalised functions with overlap `s`, Fock diagonal `a`, `d` and coupling `b`: keeping
only the first gives a truncated solution of energy `a`, which is exact if and only if
`b = a s`. -/
theorem two_function_witness (a b d s : ℝ) :
    let F : Matrix (Fin 2) (Fin 2) ℂ := !![(a : ℂ), b; b, d]
    let S : Matrix (Fin 2) (Fin 2) ℂ := !![1, (s : ℂ); s, 1]
    let X : Matrix (Fin 2) (Fin 1) ℂ := !![1; 0]
    Xᴴ * S * X = 1 ∧ truncatedFock F X *ᵥ ![1] = (a : ℂ) • ![1] ∧
      (SolvesRoothaan F S a (X *ᵥ ![1]) ↔ b = a * s) := by
  intro F S X
  refine ⟨?_, ?_, ?_⟩
  · ext i j
    fin_cases i; fin_cases j
    simp [S, X, Matrix.mul_apply, Fin.sum_univ_succ]
  · ext i
    fin_cases i
    simp [F, X, truncatedFock, mulVec, dotProduct, Matrix.mul_apply, Fin.sum_univ_succ]
  · simp [F, S, X, SolvesRoothaan, funext_iff, Fin.forall_fin_two, dotProduct,
      Fin.sum_univ_succ]
    norm_cast
```

This is the opening example. `Fin 2` is an index set with two elements, `!![1; 0]` is a matrix with one column, and `![1]` is a vector with one component. The three parts of the statement say that X is orthonormal in the metric S, that y = (1) solves the truncated problem with energy a, and that the solution is exact if and only if b = a s.

By hand, the residual is

F c − a S c = (0, b − a s)

The element d plays no part, since c has no component on the second function. Lean allows any real s, while two normalised, linearly independent functions have |s| < 1. In the proof, `fin_cases` runs through the indices, `simp` evaluates the sums, and `norm_cast` returns the final condition from complex to real numbers.

```lean
/-- The vector `(3/5, 4/5)` is a normalised eigenvector, with eigenvalue `2`, of an explicit
non-diagonal overlap matrix. -/
theorem canonical_witness :
    let S : Matrix (Fin 2) (Fin 2) ℂ := !![34/25, 12/25; 12/25, 41/25]
    let U : Matrix (Fin 2) (Fin 1) ℂ := !![3/5; 4/5]
    Uᴴ * U = 1 ∧ S * U = U * diagonal (fun _ => ((2 : ℝ) : ℂ)) := by
  intro S U
  constructor
  · ext i j
    fin_cases i; fin_cases j
    have h3 : (starRingEnd ℂ) 3 = 3 := by apply Complex.ext <;> simp
    have h4 : (starRingEnd ℂ) 4 = 4 := by apply Complex.ext <;> simp
    have h5 : (starRingEnd ℂ) 5 = 5 := by apply Complex.ext <;> simp
    norm_num [U, Matrix.mul_apply, Fin.sum_univ_succ]
    rw [h3, h4, h5]
    norm_num
  · ext i j
    -- multiplication by a diagonal matrix scales the columns
    refine Eq.trans ?_ (Matrix.mul_diagonal _ _ _ _).symm
    fin_cases i <;> fin_cases j <;>
      norm_num [S, U, Matrix.mul_apply, Fin.sum_univ_succ]

end

end TruncatedOrthogonalisedBasis
```

The second example gives an overlap eigenvector of the kind that canonical orthogonalisation uses. The two basis functions have squared norms 34/25 and 41/25, so they are not normalised. The vector U = (3/5, 4/5) has length one, and

S U = (6/5, 8/5) = 2 U

The eigenvalue 2 is positive, so the corresponding retained function has coefficients U/√2, which are normalised in the metric S. The proof checks the entries one by one; `h3`, `h4` and `h5` say that complex conjugation leaves the numbers 3, 4 and 5 unchanged.

```lean
#print axioms TruncatedOrthogonalisedBasis.residual_orthogonal
-- 'TruncatedOrthogonalisedBasis.residual_orthogonal' depends on axioms: [propext, Classical.choice, Quot.sound]
#print axioms TruncatedOrthogonalisedBasis.truncated_of_full
-- 'TruncatedOrthogonalisedBasis.truncated_of_full' depends on axioms: [propext, Classical.choice, Quot.sound]
#print axioms TruncatedOrthogonalisedBasis.all_exact_iff
-- 'TruncatedOrthogonalisedBasis.all_exact_iff' depends on axioms: [propext, Classical.choice, Quot.sound]
#print axioms TruncatedOrthogonalisedBasis.canonical_exact_iff
-- 'TruncatedOrthogonalisedBasis.canonical_exact_iff' depends on axioms: [propext, Classical.choice, Quot.sound]
```
